# The first-order potential of a one-dimensional GGA with smooth energy density

## Density and squared gradient as independent variables

In a generalised gradient approximation (GGA), the energy density f is taken as a function of two independent real variables, n and s. Only after differentiation is it evaluated at the density n(x) and the squared gradient s = n'(x)². This gives the partial derivatives f_n and f_s a definite meaning, although n and n' belong to the same function. Here s is the plain squared gradient, not the dimensionless reduced gradient that is often given the same letter.

For the energy E[n] = ∫ f(n, n'²) dx, a variation of n and one integration by parts, with the boundary term vanishing (as it does for periodic functions), give the potential

v[n] = f_n − 2(f_s n')'.

Density functional perturbation theory needs the change of this potential when the density changes from n to n + t n1. If f is the exchange-correlation energy density of this one-dimensional, spin-unpolarised model and n1 is the first-order density, the coefficient of t in that change is the exchange-correlation part of the first-order Kohn–Sham potential.

## Linearising the potential

Fix x. Along n + t n1 the squared gradient is (n' + t n1')², so at t = 0 the two variables change at the rates

dn/dt = n1,  ds/dt = 2n' n1'.

The chain rule gives for the local term

d(f_n)/dt = f_nn n1 + 2 f_ns n' n1'.

For the gradient flux f_s n', the product rule and f_sn = f_ns give

d(f_s n')/dt = (f_ns n1 + 2 f_ss n' n1') n' + f_s n1' = J/2,

with the first-order flux

J[n1] = 2 f_ns n' n1 + 4 f_ss n'² n1' + 2 f_s n1'.

For smooth f, n and n1, the gradient flux along n + t n1 is smooth in t and x together, so its t-derivative may be taken before its x-derivative. The first-order potential is therefore

K[n1] = f_nn n1 + 2 f_ns n' n1' − J[n1]'.

As a check of the arithmetic, not meant as a physical system, take f = n s, n = 1 + x² and n1 = x. Then v = −n'² − 2n n'', and at x = 1 the perturbed potential is

−(2 + t)² − 4(2 + t) = −12 − 8t − t²,

with slope −8 at t = 0. In the formula, f_nn = f_ss = 0, f_ns = 1 and f_s = n, so J = 6x² + 2 and K = 4x − 12x = −8x, which is also −8 at x = 1.

## Symmetry and the uniform density

For two perturbations n1 and n2, the f_nn terms cancel and the product rule gives

n2 K[n1] − n1 K[n2] = (n1 J[n2] − n2 J[n1])'.

If n, n1 and n2 all have period L, the right side integrates to zero over a period, so the kernel is symmetric:

∫ n2 K[n1] dx = ∫ n1 K[n2] dx.

For a uniform density ρ and n1 = cos(qx), n' = 0 leaves J = −2q f_s sin(qx), hence

K[n1] = (f_nn + 2q² f_s) cos(qx),

with the partial derivatives at (ρ, 0). In the limiting case q = 0 the gradient term vanishes and f_nn(ρ, 0) remains.

## What the Lean statements say

`dN f` and `dS f` are f_n and f_s, defined as Fréchet derivatives along the two axes; `dS (dN f)` is f_ns. `ggaVars n x` is the pair (n(x), n'(x)²), and `potential`, `current` and `response` are v, J and K. The potential is a definition here and is not derived from E.

The main theorem, `hasDerivAt_potential`, says that at the given x the function t ↦ v[n + t n1](x) has derivative K[n1](x) at t = 0. It assumes that n and n1 are smooth on the whole line and that f is smooth at the single point (n(x), n'(x)²). A functional singular at zero density is thus allowed wherever n(x) ≠ 0, if it is smooth at the point in question. Where n'(x) = 0, smoothness also involves small negative s, so f needs a smooth extension there; f = √s, for example, is excluded at such points.

`response_symmetric` requires smoothness of f at every point that the density visits. `response_uniform` evaluates the expression K and needs no smoothness; when f is smooth at (ρ, 0), `hasDerivAt_potential` identifies the result with the derivative of v.

## The complete file

```lean
import Mathlib

open Filter Topology
open scoped ContDiff

namespace GGAResponse

noncomputable section

/-- Partial derivative of an energy density `f(n,s)` with respect to the density `n`. -/
def dN (f : ℝ × ℝ → ℝ) (p : ℝ × ℝ) : ℝ := fderiv ℝ f p (1, 0)

/-- Partial derivative of an energy density `f(n,s)` with respect to `s`. -/
def dS (f : ℝ × ℝ → ℝ) (p : ℝ × ℝ) : ℝ := fderiv ℝ f p (0, 1)

/-- The local GGA variables `(n, s)` with `s = n'^2` at the point `x`. -/
def ggaVars (n : ℝ → ℝ) (x : ℝ) : ℝ × ℝ := (n x, deriv n x ^ 2)

/-- The GGA potential `v[n] = f_n - 2 (f_s n')'`. -/
def potential (f : ℝ × ℝ → ℝ) (n : ℝ → ℝ) (x : ℝ) : ℝ :=
  dN f (ggaVars n x) - 2 * deriv (fun y => dS f (ggaVars n y) * deriv n y) x

/-- The first-order flux `2 f_ns n' n1 + 4 f_ss n'^2 n1' + 2 f_s n1'`. -/
def current (f : ℝ × ℝ → ℝ) (n n1 : ℝ → ℝ) (x : ℝ) : ℝ :=
  2 * dS (dN f) (ggaVars n x) * deriv n x * n1 x
    + 4 * dS (dS f) (ggaVars n x) * deriv n x ^ 2 * deriv n1 x
    + 2 * dS f (ggaVars n x) * deriv n1 x

/-- The first-order potential: `f_nn n1 + 2 f_ns n' n1'` minus the derivative of the
first-order flux. -/
def response (f : ℝ × ℝ → ℝ) (n n1 : ℝ → ℝ) (x : ℝ) : ℝ :=
  dN (dN f) (ggaVars n x) * n1 x
    + 2 * dS (dN f) (ggaVars n x) * deriv n x * deriv n1 x
    - deriv (current f n n1) x

/-- Chain rule for a function of `(n,s)` along a curve `(a, b)`. -/
theorem chain {g : ℝ × ℝ → ℝ} {a b : ℝ → ℝ} {a' b' u : ℝ} {p : ℝ × ℝ}
    (hp : (a u, b u) = p) (hg : DifferentiableAt ℝ g p)
    (ha : HasDerivAt a a' u) (hb : HasDerivAt b b' u) :
    HasDerivAt (fun t => g (a t, b t)) (dN g p * a' + dS g p * b') u := by
  subst hp
  have h := hg.hasFDerivAt.comp_hasDerivAt u (ha.prodMk hb)
  refine h.congr_deriv ?_
  have e : ((a', b') : ℝ × ℝ) = a' • ((1, 0) : ℝ × ℝ) + b' • ((0, 1) : ℝ × ℝ) := by simp
  rw [e, map_add, map_smul, map_smul]
  simp only [dN, dS, smul_eq_mul]
  ring

/-- If `f` is `C^k` at `p` and `m + 1 ≤ k`, both partial derivatives of `f` are `C^m` at `p`. -/
theorem partial_regular {f : ℝ × ℝ → ℝ} {p : ℝ × ℝ} {k m : WithTop ℕ∞}
    (h : ContDiffAt ℝ k f p) (hm : m + 1 ≤ k) :
    ContDiffAt ℝ m (dN f) p ∧ ContDiffAt ℝ m (dS f) p :=
  ⟨(h.fderiv_right hm).clm_apply contDiffAt_const,
    (h.fderiv_right hm).clm_apply contDiffAt_const⟩

/-- The mixed second derivatives `f_sn` and `f_ns` agree. -/
theorem partial_comm {f : ℝ × ℝ → ℝ} {p : ℝ × ℝ} (hf : ContDiffAt ℝ 2 f p) :
    dN (dS f) p = dS (dN f) p := by
  have h2 : DifferentiableAt ℝ (fderiv ℝ f) p :=
    (hf.fderiv_right (m := 1) one_add_one_eq_two.le).differentiableAt (by simp)
  have h1 : ∀ᶠ q in 𝓝 p, HasFDerivAt f (fderiv ℝ f q) q :=
    ((hf.of_le one_le_two).eventually (by simp)).mono
      fun q hq => (hq.differentiableAt (by simp)).hasFDerivAt
  have hs := second_derivative_symmetric_of_eventually h1 h2.hasFDerivAt (1, 0) (0, 1)
  have e : ∀ v w : ℝ × ℝ, fderiv ℝ (fun q => fderiv ℝ f q v) p w
      = fderiv ℝ (fderiv ℝ f) p w v := fun v w => by
    have h := h2.hasFDerivAt.clm_apply (hasFDerivAt_const v p)
    rw [h.fderiv]
    simp
  exact (e (0, 1) (1, 0)).trans (hs.trans (e (1, 0) (0, 1)).symm)

/-- The derivative in the perturbation strength `t` may be taken before the one in `x`. -/
theorem deriv_interchange {G : ℝ × ℝ → ℝ} {x : ℝ} (hG : ContDiffAt ℝ 2 G (0, x)) :
    HasDerivAt (fun t => deriv (fun y => G (t, y)) x)
      (deriv (fun y => deriv (fun t => G (t, y)) 0) x) 0 := by
  have hd : ∀ᶠ p in 𝓝 ((0 : ℝ), x), DifferentiableAt ℝ G p :=
    ((hG.of_le one_le_two).eventually (by simp)).mono
      fun q hq => hq.differentiableAt (by simp)
  obtain ⟨hN, hS⟩ := partial_regular (m := 1) hG one_add_one_eq_two.le
  have c1 : Continuous fun t : ℝ => (t, x) := by fun_prop
  have c2 : Continuous fun y : ℝ => ((0 : ℝ), y) := by fun_prop
  have h1 : (fun t => deriv (fun y => G (t, y)) x) =ᶠ[𝓝 0] fun t => dS G (t, x) := by
    filter_upwards [(c1.tendsto 0).eventually hd] with t ht
    exact (chain (a := fun _ => t) (b := fun y => y) rfl ht
      (hasDerivAt_const x t) (hasDerivAt_id' x)).deriv.trans (by ring)
  have h2 : (fun y => deriv (fun t => G (t, y)) 0) =ᶠ[𝓝 x] fun y => dN G (0, y) := by
    filter_upwards [(c2.tendsto x).eventually hd] with y hy
    exact (chain (a := fun t => t) (b := fun _ => y) rfl hy
      (hasDerivAt_id' 0) (hasDerivAt_const 0 y)).deriv.trans (by ring)
  have h3 : deriv (fun y => dN G (0, y)) x = dS (dN G) (0, x) :=
    (chain (a := fun _ => 0) (b := fun y => y) rfl (hN.differentiableAt (by simp))
      (hasDerivAt_const x 0) (hasDerivAt_id' x)).deriv.trans (by ring)
  have h4 := chain (a := fun t => t) (b := fun _ => x) rfl (hS.differentiableAt (by simp))
    (hasDerivAt_id' 0) (hasDerivAt_const 0 x)
  rw [h2.deriv_eq, h3, ← partial_comm hG]
  exact (h4.congr_of_eventuallyEq h1).congr_deriv (by ring)

/-- The derivative of the GGA potential `v[n + t n1]` at `t = 0` is the first-order potential
`f_nn n1 + 2 f_ns n' n1' - (2 f_ns n' n1 + 4 f_ss n'^2 n1' + 2 f_s n1')'`. -/
theorem hasDerivAt_potential {f : ℝ × ℝ → ℝ} {n n1 : ℝ → ℝ} {x : ℝ}
    (hf : ContDiffAt ℝ ∞ f (ggaVars n x)) (hn : ContDiff ℝ ∞ n) (hn1 : ContDiff ℝ ∞ n1) :
    HasDerivAt (fun t => potential f (fun y => n y + t * n1 y) x) (response f n n1 x) 0 := by
  obtain ⟨dn, hn'⟩ := contDiff_infty_iff_deriv.1 hn
  obtain ⟨dn1, hn1'⟩ := contDiff_infty_iff_deriv.1 hn1
  have two_le : (2 : WithTop ℕ∞) ≤ ∞ := by
    exact WithTop.coe_le_coe.2 (le_top : (2 : ℕ∞) ≤ ⊤)
  have grad : ∀ t y, deriv (fun z => n z + t * n1 z) y = deriv n y + t * deriv n1 y :=
    fun t y => ((dn y).hasDerivAt.fun_add ((dn1 y).hasDerivAt.const_mul t)).deriv
  have line : ∀ a b : ℝ, HasDerivAt (fun t : ℝ => a + t * b) b 0 := fun a b =>
    (((hasDerivAt_id' (0 : ℝ)).mul_const b).const_add a).congr_deriv (by ring)
  have sq : ∀ y, HasDerivAt (fun t : ℝ => (deriv n y + t * deriv n1 y) ^ 2)
      (2 * deriv n y * deriv n1 y) 0 := fun y =>
    ((line (deriv n y) (deriv n1 y)).fun_pow 2).congr_deriv (by simp)
  -- the gradient flux as a function of perturbation strength and position
  let G : ℝ × ℝ → ℝ := fun p =>
    dS f (n p.2 + p.1 * n1 p.2, (deriv n p.2 + p.1 * deriv n1 p.2) ^ 2)
      * (deriv n p.2 + p.1 * deriv n1 p.2)
  have hin : ContDiff ℝ ∞ (fun p : ℝ × ℝ => deriv n p.2 + p.1 * deriv n1 p.2) :=
    (hn'.comp contDiff_snd).add (contDiff_fst.mul (hn1'.comp contDiff_snd))
  have hpt : ContDiff ℝ ∞ (fun p : ℝ × ℝ =>
      (n p.2 + p.1 * n1 p.2, (deriv n p.2 + p.1 * deriv n1 p.2) ^ 2)) :=
    ((hn.comp contDiff_snd).add (contDiff_fst.mul (hn1.comp contDiff_snd))).prodMk (hin.pow 2)
  have hS : ∀ q, q = ggaVars n x → ContDiffAt ℝ ∞ (dS f) q := by
    rintro _ rfl
    exact (partial_regular hf (by exact le_rfl)).2
  have hG : ContDiffAt ℝ ∞ G (0, x) :=
    ((hS _ (by simp [ggaVars])).comp ((0 : ℝ), x) hpt.contDiffAt).mul hin.contDiffAt
  have hK := deriv_interchange (hG.of_le two_le)
  have hv : ContDiff ℝ ∞ (ggaVars n) := hn.prodMk (hn'.pow 2)
  have hev : ∀ᶠ y in 𝓝 x, ContDiffAt ℝ 2 f (ggaVars n y) :=
    (hv.continuous.tendsto x).eventually ((hf.of_le two_le).eventually
      (by simp))
  -- its derivative in the perturbation strength is half the first-order flux
  have hJ : (fun y => deriv (fun t => G (t, y)) 0) =ᶠ[𝓝 x]
      fun y => current f n n1 y / 2 := by
    filter_upwards [hev] with y hy
    have hd := (partial_regular (m := 1) hy one_add_one_eq_two.le).2.differentiableAt (by simp)
    have h := (chain (by simp [ggaVars]) hd (line (n y) (n1 y)) (sq y)).fun_mul
      (line (deriv n y) (deriv n1 y))
    refine h.deriv.trans ?_
    rw [partial_comm hy]
    simp only [current, ggaVars, zero_mul, add_zero]
    ring
  rw [hJ.deriv_eq, deriv_div_const] at hK
  have hd := (partial_regular (m := 1) (hf.of_le two_le)
    one_add_one_eq_two.le).1.differentiableAt (by simp)
  have h1 := chain (by simp [ggaVars]) hd (line (n x) (n1 x)) (sq x)
  have e : (fun t => potential f (fun y => n y + t * n1 y) x) = fun t =>
      dN f (n x + t * n1 x, (deriv n x + t * deriv n1 x) ^ 2)
        - 2 * deriv (fun y => G (t, y)) x := by
    funext t
    simp only [potential, ggaVars, grad, G]
  rw [e]
  refine (h1.fun_sub (hK.const_mul 2)).congr_deriv ?_
  simp only [response]
  ring

/-- The first-order flux is smooth at `x` when `f` is smooth at the local GGA variables. -/
theorem current_smooth {f : ℝ × ℝ → ℝ} {n n1 : ℝ → ℝ} {x : ℝ}
    (hf : ContDiffAt ℝ ∞ f (ggaVars n x)) (hn : ContDiff ℝ ∞ n) (hn1 : ContDiff ℝ ∞ n1) :
    ContDiffAt ℝ ∞ (current f n n1) x := by
  have hn' := (contDiff_infty_iff_deriv.1 hn).2
  have hn1' := (contDiff_infty_iff_deriv.1 hn1).2
  have hv : ContDiff ℝ ∞ (ggaVars n) := hn.prodMk (hn'.pow 2)
  have c : ∀ g : ℝ × ℝ → ℝ, ContDiffAt ℝ ∞ g (ggaVars n x) →
      ContDiffAt ℝ ∞ (fun y => g (ggaVars n y)) x := fun g hg => hg.comp x hv.contDiffAt
  have top : (∞ : WithTop ℕ∞) + 1 ≤ ∞ := by first | exact le_rfl | simp
  obtain ⟨hN, hS⟩ := partial_regular hf top
  exact ((((contDiffAt_const.mul (c _ (partial_regular hN top).2)).mul
    hn'.contDiffAt).mul hn1.contDiffAt).add
    (((contDiffAt_const.mul (c _ (partial_regular hS top).2)).mul
    (hn'.pow 2).contDiffAt).mul hn1'.contDiffAt)).add
    ((contDiffAt_const.mul (c _ hS)).mul hn1'.contDiffAt)

/-- Local reciprocity: for two perturbations, `n2 K[n1] - n1 K[n2]` is the derivative of
`n1 J[n2] - n2 J[n1]`, with `K` the first-order potential and `J` the first-order flux. -/
theorem response_reciprocity {f : ℝ × ℝ → ℝ} {n n1 n2 : ℝ → ℝ} {x : ℝ}
    (hf : ContDiffAt ℝ ∞ f (ggaVars n x)) (hn : ContDiff ℝ ∞ n)
    (hn1 : ContDiff ℝ ∞ n1) (hn2 : ContDiff ℝ ∞ n2) :
    HasDerivAt (fun y => n1 y * current f n n2 y - n2 y * current f n n1 y)
      (n2 x * response f n n1 x - n1 x * response f n n2 x) x := by
  have d1 := ((contDiff_infty_iff_deriv.1 hn1).1 x).hasDerivAt
  have d2 := ((contDiff_infty_iff_deriv.1 hn2).1 x).hasDerivAt
  have j1 := ((current_smooth hf hn hn1).differentiableAt (by simp)).hasDerivAt
  have j2 := ((current_smooth hf hn hn2).differentiableAt (by simp)).hasDerivAt
  refine ((d1.fun_mul j2).fun_sub (d2.fun_mul j1)).congr_deriv ?_
  simp only [response, current]
  ring

/-- For periodic densities the GGA response is symmetric: the integrals of `n2 K[n1]` and
`n1 K[n2]` over one period are equal. -/
theorem response_symmetric {f : ℝ × ℝ → ℝ} {n n1 n2 : ℝ → ℝ} {L : ℝ}
    (hf : ∀ x, ContDiffAt ℝ ∞ f (ggaVars n x)) (hn : ContDiff ℝ ∞ n)
    (hn1 : ContDiff ℝ ∞ n1) (hn2 : ContDiff ℝ ∞ n2) (pn : Function.Periodic n L)
    (p1 : Function.Periodic n1 L) (p2 : Function.Periodic n2 L) :
    ∫ x in (0 : ℝ)..L, n2 x * response f n n1 x
      = ∫ x in (0 : ℝ)..L, n1 x * response f n n2 x := by
  have hn' := (contDiff_infty_iff_deriv.1 hn).2
  have hv : ContDiff ℝ ∞ (ggaVars n) := hn.prodMk (hn'.pow 2)
  have top : (∞ : WithTop ℕ∞) + 1 ≤ ∞ := by first | exact le_rfl | simp
  have c : ∀ g : ℝ × ℝ → ℝ, (∀ x, ContDiffAt ℝ ∞ g (ggaVars n x)) →
      Continuous (fun y => g (ggaVars n y)) := fun g hg =>
    continuous_iff_continuousAt.2 fun x =>
      ContDiffAt.continuousAt ((hg x).comp x hv.contDiffAt)
  have hN := fun x => (partial_regular (hf x) top).1
  have hR : ∀ m : ℝ → ℝ, ContDiff ℝ ∞ m → Continuous (response f n m) := fun m hm => by
    have hJ : ContDiff ℝ ∞ (current f n m) :=
      contDiff_iff_contDiffAt.2 fun x => current_smooth (hf x) hn hm
    exact (((c _ fun x => (partial_regular (hN x) top).1).mul hm.continuous).add
      (((continuous_const.mul (c _ fun x => (partial_regular (hN x) top).2)).mul
      hn'.continuous).mul (contDiff_infty_iff_deriv.1 hm).2.continuous)).sub
      (contDiff_infty_iff_deriv.1 hJ).2.continuous
  have i1 : IntervalIntegrable (fun x => n2 x * response f n n1 x) MeasureTheory.volume 0 L :=
    (hn2.continuous.mul (hR n1 hn1)).intervalIntegrable 0 L
  have i2 : IntervalIntegrable (fun x => n1 x * response f n n2 x) MeasureTheory.volume 0 L :=
    (hn1.continuous.mul (hR n2 hn2)).intervalIntegrable 0 L
  have h := intervalIntegral.integral_eq_sub_of_hasDerivAt
    (fun x _ => response_reciprocity (hf x) hn hn1 hn2) (i1.sub i2)
  rw [intervalIntegral.integral_sub i1 i2] at h
  -- the boundary terms cancel by periodicity
  have pv : ∀ g : ℝ → ℝ, Function.Periodic g L → g L = g 0 := fun g hg => by
    simpa using hg 0
  have pd : ∀ g : ℝ → ℝ, Function.Periodic g L → deriv g L = deriv g 0 := fun g hg => by
    have h := deriv_comp_add_const g L 0
    rw [show (fun x => g (x + L)) = g from funext hg, zero_add] at h
    exact h.symm
  simp only [current, ggaVars, pv n pn, pv n1 p1, pv n2 p2, pd n pn, pd n1 p1, pd n2 p2] at h
  linarith

/-- For a uniform density `ρ` and the perturbation `cos (q x)`, the first-order potential is
`(f_nn + 2 q^2 f_s) cos (q x)`, with the partial derivatives taken at `(ρ, 0)`. -/
theorem response_uniform (f : ℝ × ℝ → ℝ) (ρ q x : ℝ) :
    response f (fun _ => ρ) (fun y => Real.cos (q * y)) x
      = (dN (dN f) (ρ, 0) + 2 * q ^ 2 * dS f (ρ, 0)) * Real.cos (q * x) := by
  have d1 : ∀ y, deriv (fun y => Real.cos (q * y)) y = -q * Real.sin (q * y) := fun y =>
    (((hasDerivAt_id' y).const_mul q).cos).deriv.trans (by ring)
  have hv : ∀ y, ggaVars (fun _ => ρ) y = (ρ, 0) := fun y => by simp [ggaVars]
  have hc : current f (fun _ => ρ) (fun y => Real.cos (q * y))
      = fun y => (-2 * q * dS f (ρ, 0)) * Real.sin (q * y) := by
    funext y
    simp only [current, hv, d1, deriv_const]
    ring
  have d2 : deriv (fun y => (-2 * q * dS f (ρ, 0)) * Real.sin (q * y)) x
      = (-2 * q * dS f (ρ, 0)) * (q * Real.cos (q * x)) :=
    ((((hasDerivAt_id' x).const_mul q).sin).const_mul _).deriv.trans (by ring)
  unfold response
  rw [hc, d2, hv, deriv_const]
  ring

end

end GGAResponse
```

```lean
#print axioms GGAResponse.hasDerivAt_potential
#print axioms GGAResponse.current_smooth
#print axioms GGAResponse.response_symmetric
#print axioms GGAResponse.response_uniform
```

```
'GGAResponse.hasDerivAt_potential' depends on axioms: [propext, Classical.choice, Quot.sound]
'GGAResponse.current_smooth' depends on axioms: [propext, Classical.choice, Quot.sound]
'GGAResponse.response_symmetric' depends on axioms: [propext, Classical.choice, Quot.sound]
'GGAResponse.response_uniform' depends on axioms: [propext, Classical.choice, Quot.sound]
```

## How the proof follows the calculation

`chain` is the two-variable chain rule, obtained by splitting the velocity (a', b') along the axes. `partial_regular` records that partial derivatives lose at most one order of smoothness, and `partial_comm` obtains f_sn = f_ns from the symmetry of the second derivative.

`deriv_interchange` treats a function G(t, x), so there `dN` and `dS` mean the t- and x-derivatives. Both iterated derivatives are identified with mixed partial derivatives of G, which agree by `partial_comm`.

In the main proof, `line` and `sq` supply the rates n1 and 2n' n1', and G is the perturbed gradient flux. The step `hJ` shows that its t-derivative is J/2 for all positions near x; equality at x alone would not allow the subsequent x-derivative. `h1` differentiates the local term, and `ring` collects the result.

`current_smooth` makes J differentiable, so `response_reciprocity` reduces to the product rule and algebra. `response_symmetric` then proves the integrands continuous, applies the fundamental theorem of calculus, and cancels the boundary terms using the periodicity of the functions and their derivatives. `response_uniform` differentiates the cosine and then the sine in the flux.
